# A steady catalytic mechanism runs in the direction of its overall affinity

When a catalytic mechanism works steadily on a single overall reaction, its net rate has the sign of the affinity of that reaction, which is minus the reaction free energy. This is proved here for thermal steps and ideal concentrations. The kinetics enters through a relation between the two one-way rates of each elementary step, so no particular rate law has to be chosen. Let \(c_s>0\) be the concentration of species \(s\), in units of its standard concentration, and let \(N_{si}\) be the stoichiometric coefficient of \(s\) in step \(i\), negative for reactants and positive for products. With forward rate \(f_i>0\), reverse rate \(b_i>0\) and equilibrium constant \(K_i\), the relation is

\[
f_i\prod_s c_s^{N_{si}} = K_i\,b_i .
\]

It says that \(f_i/b_i\) is the equilibrium constant divided by the reaction quotient. Physically this is detailed balance for a thermal step: both directions use the same pathway at one temperature, and no light or other external work drives the step. Concentrations stand in for activities, so ideal behaviour is assumed as well. The relation is assumed for each step, and it is what ties kinetics to thermodynamics.

```lean
import Mathlib

open Finset

namespace CatalyticDirection

noncomputable section

variable {S ι : Type*} [Fintype S] [Fintype ι]
```

## The overall reaction and its affinity

Let step \(i\) run \(\sigma_i\) times per turnover. One turnover then changes the amount of species \(s\) by

\[
(N\sigma)_s=\sum_i N_{si}\sigma_i .
\]

In Lean, `S` and `ι` are the finite types of species and steps. All coefficients are real numbers, so fractional ones are allowed.

```lean
/-- The overall stoichiometric coefficient `(N σ)_s` of species `s`, when step `i` runs
`σ i` times per turnover. -/
def netStoich (N : S → ι → ℝ) (σ : ι → ℝ) (s : S) : ℝ := ∑ i, N s i * σ i
```

The affinity of the overall reaction, in units of \(RT\), is

\[
A=\sum_i\sigma_i\ln K_i-\sum_s (N\sigma)_s\ln c_s .
\]

```lean
/-- The affinity of the overall reaction in units of `RT`, for positive equilibrium constants
`K` and positive concentrations `c`. -/
def affinity (N : S → ι → ℝ) (K : ι → ℝ) (c : S → ℝ) (σ : ι → ℝ) : ℝ :=
  ∑ i, σ i * Real.log (K i) - ∑ s, netStoich N σ s * Real.log (c s)
```

When the step constants come from standard chemical potentials \(\mu_s\), also in units of \(RT\), they are

\[
K_i=\exp\Bigl(-\sum_s N_{si}\mu_s\Bigr).
\]

The results up to `forward_iff` leave \(K_i\) general; this formula is used afterwards, when the surface intermediates are eliminated and two catalysts are compared.

```lean
/-- The equilibrium constant of step `i` computed from the standard chemical potentials `μ`
of the species, in units of `RT`. -/
def stepK (N : S → ι → ℝ) (μ : S → ℝ) (i : ι) : ℝ := Real.exp (-∑ s, N s i * μ s)
```

## What counts as steady operation

A single overall rate \(r\) fixes all the net rates:

\[
f_i-b_i=\sigma_i r,\qquad \sigma_i\neq0\ \text{for some } i .
\]

The structure below collects this condition, the rate-ratio relation (`balance`) and the positivity of concentrations and rates. If every \(\sigma_i\) vanished, \(A\) would be zero while \(r\) could be any number, and `active` excludes that case. The condition that surface intermediates do not accumulate, \((N\sigma)_t=0\) for each intermediate \(t\), is added later, where it is used.

There is one \(r\), hence one overall reaction. In a network with several independent overall reactions, one of them may be driven uphill by another, and \(A\) then refers to the combination selected by \(\sigma\).

```lean
/-- A mechanism operating with one overall rate `r`: concentrations and one-way rates are positive,
the ratio of forward to reverse rate of each step is its equilibrium constant over its reaction
quotient, and step `i` has net rate `σ i * r`, with some `σ i` nonzero. -/
structure SteadyOperation (N : S → ι → ℝ) (K : ι → ℝ) (c : S → ℝ)
    (σ f b : ι → ℝ) (r : ℝ) : Prop where
  c_pos : ∀ s, 0 < c s
  f_pos : ∀ i, 0 < f i
  b_pos : ∀ i, 0 < b i
  balance : ∀ i, f i * ∏ s, c s ^ N s i = K i * b i
  steady : ∀ i, f i - b i = σ i * r
  active : ∃ i, σ i ≠ 0
```

## Mass action satisfies the rate-ratio relation

For a single step with reactant orders \(p_s\), product orders \(q_s\) and rate constants \(k_f,k_b\), take \(f=k_f\prod_s c_s^{p_s}\) and \(b=k_b\prod_s c_s^{q_s}\). The net coefficients are \(q_s-p_s\), so

\[
f\prod_s c_s^{q_s-p_s}=k_f\prod_s c_s^{q_s}=\frac{k_f}{k_b}\,b .
\]

This is the rate-ratio relation with \(K=k_f/k_b\). For \(A\) to be the thermodynamic affinity, the two rate constants of each step must be chosen so that their ratio is the equilibrium constant of that step. The proof merges the two products and adds exponents with `Real.rpow_add`, which uses \(c_s>0\).

```lean
/-- Mass-action rates with reactant orders `p`, product orders `q` and nonzero reverse rate
constant obey the rate-ratio law with `K = kf / kb`, at positive concentrations. -/
theorem mass_action_balance (c p q : S → ℝ) (kf kb : ℝ) (hc : ∀ s, 0 < c s) (hk : kb ≠ 0) :
    (kf * ∏ s, c s ^ p s) * ∏ s, c s ^ (q s - p s) = kf / kb * (kb * ∏ s, c s ^ q s) := by
  have h : (∏ s, c s ^ p s) * ∏ s, c s ^ (q s - p s) = ∏ s, c s ^ q s := by
    rw [← Finset.prod_mul_distrib]
    refine Finset.prod_congr rfl fun s _ => ?_
    rw [← Real.rpow_add (hc s), add_sub_cancel]
  rw [mul_assoc, h]
  field_simp
```

## From rate ratios to the affinity

Taking logarithms turns a product of powers into a weighted sum. For positive \(x_s\),

\[
\ln\prod_s x_s^{p_s}=\sum_s p_s\ln x_s .
\]

```lean
/-- The logarithm of a product of powers of positive quantities is the weighted sum of their
logarithms. -/
theorem log_prod_rpow (x p : S → ℝ) (hx : ∀ s, 0 < x s) :
    Real.log (∏ s, x s ^ p s) = ∑ s, p s * Real.log (x s) := by
  rw [Real.log_prod]
  · exact Finset.sum_congr rfl fun s _ => Real.log_rpow (hx s) _
  · intro s _
    exact (Real.rpow_pos_of_pos (hx s) _).ne'
```

Next, any species property \(x_s\) can be summed over the overall reaction or step by step:

\[
\sum_s (N\sigma)_s x_s=\sum_s\sum_i N_{si}\sigma_i x_s=\sum_i\sigma_i\sum_s N_{si}x_s .
\]

`Finset.sum_comm` performs the exchange of sums.

```lean
/-- A species property summed over the overall reaction equals the sum of its changes in the
steps, each weighted by `σ i`. -/
theorem sum_netStoich (N : S → ι → ℝ) (σ : ι → ℝ) (x : S → ℝ) :
    ∑ s, netStoich N σ s * x s = ∑ i, σ i * ∑ s, N s i * x s := by
  simp_rw [netStoich, Finset.sum_mul, Finset.mul_sum]
  rw [Finset.sum_comm]
  exact Finset.sum_congr rfl fun i _ => Finset.sum_congr rfl fun s _ => by ring
```

The logarithm of the rate-ratio relation is

\[
\ln\frac{f_i}{b_i}=\ln K_i-\sum_s N_{si}\ln c_s .
\]

Multiplying by \(\sigma_i\), summing over \(i\) and exchanging the sums gives

\[
A=\sum_i\sigma_i\ln\frac{f_i}{b_i}.
\]

Multiplying by \(r\) and inserting \(\sigma_i r=f_i-b_i\) gives

\[
rA=\sum_i(f_i-b_i)\ln\frac{f_i}{b_i}.
\]

The right-hand side is the total dissipation rate in units of \(RT\). The theorem returns both identities. Its proof solves `balance` for \(K_i\) in `hK`, takes the logarithm, and then uses `steady` for the second identity.

```lean
/-- In steady operation, rate times affinity is the sum over the steps of net rate times the
logarithm of the ratio of forward to reverse rate, and the affinity itself is the same sum with
`σ i` in place of the net rate. -/
theorem dissipation_eq {N : S → ι → ℝ} {K : ι → ℝ} {c : S → ℝ} {σ f b : ι → ℝ} {r : ℝ}
    (h : SteadyOperation N K c σ f b r) :
    r * affinity N K c σ = ∑ i, (f i - b i) * Real.log (f i / b i) ∧
      affinity N K c σ = ∑ i, σ i * Real.log (f i / b i) := by
  have hA : affinity N K c σ = ∑ i, σ i * Real.log (f i / b i) := by
    rw [affinity, sum_netStoich, ← Finset.sum_sub_distrib]
    refine Finset.sum_congr rfl fun i _ => ?_
    -- the logarithm of the rate-ratio law of step i
    have hP : 0 < ∏ s, c s ^ N s i :=
      Finset.prod_pos fun s _ => Real.rpow_pos_of_pos (h.c_pos s) _
    have hK : K i = f i / b i * ∏ s, c s ^ N s i := by
      rw [div_mul_eq_mul_div, eq_div_iff (h.b_pos i).ne']
      exact (h.balance i).symm
    rw [hK, Real.log_mul (div_pos (h.f_pos i) (h.b_pos i)).ne' hP.ne',
      log_prod_rpow c (fun s => N s i) h.c_pos]
    ring
  refine ⟨?_, hA⟩
  rw [hA, Finset.mul_sum]
  refine Finset.sum_congr rfl fun i _ => ?_
  rw [h.steady i]
  ring
```

## Every unbalanced step dissipates

For positive \(x\neq y\), the difference \(x-y\) and the logarithm \(\ln(x/y)\) have the same sign. Both are positive if \(x>y\) and both are negative if \(x<y\), so

\[
(x-y)\ln\frac{x}{y}>0 .
\]

The Lean proof treats the same two cases.

```lean
/-- A step with unequal positive forward and reverse rates `x` and `y` dissipates. -/
theorem step_dissipation_pos {x y : ℝ} (hx : 0 < x) (hy : 0 < y) (hxy : x ≠ y) :
    0 < (x - y) * Real.log (x / y) := by
  rcases lt_or_gt_of_ne hxy with h | h
  · exact mul_pos_of_neg_of_neg (sub_neg.2 h)
      (Real.log_neg (div_pos hx hy) ((div_lt_one hy).2 h))
  · exact mul_pos (sub_pos.2 h) (Real.log_pos ((one_lt_div hy).2 h))
```

## The sign of the rate

Suppose first that \(r=0\). Then \(f_i=b_i\) for every step, each \(\ln(f_i/b_i)\) vanishes, and \(A=0\).

Suppose instead that \(r\neq0\). A step with \(\sigma_i=0\) is balanced and contributes nothing to \(rA\). A step with \(\sigma_j\neq0\) has \(f_j\neq b_j\) and contributes a positive amount. At least one such step exists, so \(rA>0\), and \(r\) and \(A\) have the same sign. Together,

\[
\operatorname{sign} r=\operatorname{sign} A .
\]

`SignType.sign` takes the values \(-1,0,1\), so this one equation covers forward operation, rest and reverse operation.

```lean
/-- In steady operation the overall rate has the sign of the affinity of the overall
reaction. -/
theorem sign_rate {N : S → ι → ℝ} {K : ι → ℝ} {c : S → ℝ} {σ f b : ι → ℝ} {r : ℝ}
    (h : SteadyOperation N K c σ f b r) :
    SignType.sign r = SignType.sign (affinity N K c σ) := by
  obtain ⟨hD, hA⟩ := dissipation_eq h
  by_cases hr : r = 0
  · -- at zero rate every step is balanced
    have h0 : affinity N K c σ = 0 := by
      rw [hA]
      refine Finset.sum_eq_zero fun i _ => ?_
      have hi : f i = b i := by
        have := h.steady i
        rw [hr, mul_zero] at this
        linarith
      rw [hi, div_self (h.b_pos i).ne', Real.log_one, mul_zero]
    rw [hr, h0]
  · -- otherwise some step dissipates and none does the opposite
    have hpos : 0 < r * affinity N K c σ := by
      rw [hD]
      obtain ⟨j, hj⟩ := h.active
      refine Finset.sum_pos' (fun i _ => ?_) ⟨j, Finset.mem_univ j, ?_⟩
      · by_cases hi : f i = b i
        · rw [hi, sub_self, zero_mul]
        · exact (step_dissipation_pos (h.f_pos i) (h.b_pos i) hi).le
      · refine step_dissipation_pos (h.f_pos j) (h.b_pos j) fun hfb => ?_
        have := h.steady j
        rw [hfb, sub_self] at this
        exact mul_ne_zero hj hr this.symm
    rcases lt_or_gt_of_ne hr with hn | hp
    · have : affinity N K c σ < 0 := by
        by_contra hc
        nlinarith [mul_nonneg (neg_pos.2 hn).le (not_lt.1 hc)]
      rw [sign_neg hn, sign_neg this]
    · have : 0 < affinity N K c σ := by
        by_contra hc
        nlinarith [mul_nonneg hp.le (neg_nonneg.2 (not_lt.1 hc))]
      rw [sign_pos hp, sign_pos this]
```

The lemma that carries the second case is `Finset.sum_pos'`. It concludes that a finite sum is positive from two facts: every term is nonnegative, and some term is positive. Its unprimed relative `Finset.sum_pos` asks for every term to be positive, which fails for a mechanism with a balanced side step, such as a spectator adsorbing and desorbing at equal rates. In the code, the first argument of `Finset.sum_pos'` splits on whether `f i = b i`, and the second supplies the step `j` obtained from `h.active`. This is where the hypothesis that something takes part in the turnover does its work.

## Reaction quotient against equilibrium constant

Since the logarithm is increasing, \(A>0\) can be written without logarithms:

\[
r>0\quad\Longleftrightarrow\quad \prod_s c_s^{(N\sigma)_s}<\prod_i K_i^{\sigma_i}.
\]

The left product is the overall reaction quotient and the right one the overall equilibrium constant. Positivity of \(K_i\) is not assumed in the structure. It follows from the rate-ratio relation, whose left side and \(b_i\) are both positive.

```lean
/-- In steady operation the overall reaction runs forward exactly when its reaction quotient is
below its equilibrium constant, the product of the `K i ^ σ i`. -/
theorem forward_iff {N : S → ι → ℝ} {K : ι → ℝ} {c : S → ℝ} {σ f b : ι → ℝ} {r : ℝ}
    (h : SteadyOperation N K c σ f b r) :
    0 < r ↔ ∏ s, c s ^ netStoich N σ s < ∏ i, K i ^ σ i := by
  have hK : ∀ i, 0 < K i := fun i => by
    have hP : 0 < f i * ∏ s, c s ^ N s i :=
      mul_pos (h.f_pos i) (Finset.prod_pos fun s _ => Real.rpow_pos_of_pos (h.c_pos s) _)
    rw [h.balance i] at hP
    exact pos_of_mul_pos_left hP (h.b_pos i).le
  rw [← sign_eq_one_iff, sign_rate h, sign_eq_one_iff, affinity, sub_pos,
    ← log_prod_rpow c _ h.c_pos, ← log_prod_rpow K _ hK]
  exact Real.log_lt_log_iff
    (Finset.prod_pos fun s _ => Real.rpow_pos_of_pos (h.c_pos s) _)
    (Finset.prod_pos fun i _ => Real.rpow_pos_of_pos (hK i) _)
```

## Surface intermediates drop out

Now split the species into bulk species \(g\), with standard potentials \(\mu_g\) and concentrations \(a_g\), and surface species \(t\), with standard potentials \(\eta_t\) and concentrations \(\theta_t\). Vacant sites count as surface species. In Lean the species type is the disjoint union `G ⊕ T`, and `Sum.elim` joins the bulk data to the surface data.

Let \((N\sigma)_g=\nu_g\) and \((N\sigma)_t=0\). The formula for \(K_i\) and the exchange of sums give

\[
\sum_i\sigma_i\ln K_i=-\sum_g\nu_g\mu_g-\sum_t 0\cdot\eta_t=-\sum_g\nu_g\mu_g ,
\]

and the terms in \(\ln\theta_t\) vanish in the same way. Hence

\[
A=-\sum_g\nu_g(\mu_g+\ln a_g),
\]

which is minus the bulk reaction free energy in units of \(RT\). The proof establishes this as `hA` and then applies `sign_rate`.

```lean
variable {G T T' ι' : Type*} [Fintype G] [Fintype T] [Fintype T'] [Fintype ι']

/-- In steady operation with step constants computed from the standard potentials of the species, if
the surface intermediates `T` cancel in the overall reaction `ν` of the bulk species `G`, the rate
has the sign of minus the sum of `ν g` times the bulk chemical potential `μ g + ln (a g)`. -/
theorem sign_rate_bulk {N : G ⊕ T → ι → ℝ} {μ a ν : G → ℝ} {η θ : T → ℝ}
    {σ f b : ι → ℝ} {r : ℝ}
    (h : SteadyOperation N (stepK N (Sum.elim μ η)) (Sum.elim a θ) σ f b r)
    (hT : ∀ t, netStoich N σ (Sum.inr t) = 0) (hG : ∀ g, netStoich N σ (Sum.inl g) = ν g) :
    SignType.sign r = SignType.sign (-∑ g, ν g * (μ g + Real.log (a g))) := by
  have hA : affinity N (stepK N (Sum.elim μ η)) (Sum.elim a θ) σ
      = -∑ g, ν g * (μ g + Real.log (a g)) := by
    simp only [affinity, stepK, Real.log_exp, mul_neg, Finset.sum_neg_distrib]
    rw [← sum_netStoich]
    simp only [Fintype.sum_sum_type, hT, hG, Sum.elim_inl, Sum.elim_inr, zero_mul,
      Finset.sum_const_zero, add_zero, mul_add, Finset.sum_add_distrib]
    ring
  rw [sign_rate h, hA]
```

## Two catalysts, one direction

Take a second catalyst with its own steps, intermediates, surface energies and rates, in contact with the same bulk state and producing the same overall reaction \(\nu\). Its rate \(r'\) has the sign of the same bulk expression, so

\[
\operatorname{sign} r=\operatorname{sign} r' .
\]

If the bulk is at equilibrium for \(\nu\), both rates are zero. The theorem compares directions only; the magnitudes may differ greatly.

```lean
/-- No catalyst reverses the overall reaction: two steady mechanisms with their own steps and
intermediates, but the same bulk concentrations and the same overall reaction `ν` in which the
intermediates cancel, have rates of the same sign, if the step constants of both are computed from
standard potentials that agree on the bulk species. -/
theorem no_catalyst_reverses {μ a ν : G → ℝ}
    {N : G ⊕ T → ι → ℝ} {η θ : T → ℝ} {σ f b : ι → ℝ} {r : ℝ}
    {N' : G ⊕ T' → ι' → ℝ} {η' θ' : T' → ℝ} {σ' f' b' : ι' → ℝ} {r' : ℝ}
    (h : SteadyOperation N (stepK N (Sum.elim μ η)) (Sum.elim a θ) σ f b r)
    (hT : ∀ t, netStoich N σ (Sum.inr t) = 0) (hG : ∀ g, netStoich N σ (Sum.inl g) = ν g)
    (h' : SteadyOperation N' (stepK N' (Sum.elim μ η')) (Sum.elim a θ') σ' f' b' r')
    (hT' : ∀ t, netStoich N' σ' (Sum.inr t) = 0)
    (hG' : ∀ g, netStoich N' σ' (Sum.inl g) = ν g) :
    SignType.sign r = SignType.sign r' := by
  rw [sign_rate_bulk h hT hG, sign_rate_bulk h' hT' hG']
```

Consider a steady mass-action microkinetic model with one overall reaction, ideal chemical potentials \(\mu+\ln c\) and given bulk concentrations. Errors in computed adsorption energies can change the size of its rate but not its direction, under three conditions: the equilibrium constants of all steps are built from one set of species energies, each reverse rate constant is the forward one divided by the equilibrium constant, and the errors lie in the surface species, with the bulk energies unchanged.

## An adsorption–desorption chain at work

The hypotheses are met by the chain \(\mathrm{A}+{*}\rightleftharpoons \mathrm{A}^*\), \(\mathrm{A}^*\rightleftharpoons \mathrm{B}+{*}\), where \(*\) is a vacant site. The rows below are A and B in the bulk, then \(*\) and \(\mathrm{A}^*\) on the surface; the columns are the two steps.

```lean
/-- Stoichiometry of `A + * ⇌ A*`, `A* ⇌ B + *`, with bulk species `A, B` and surface species
`*, A*`. -/
def chainN : Fin 2 ⊕ Fin 2 → Fin 2 → ℝ :=
  Sum.elim ![![-1, 0], ![0, 1]] ![![-1, 1], ![1, -1]]
```

With all standard potentials zero, \(K_1=K_2=1\). Choose concentrations 3 and 1 for A and B, and 1 and 2 for \(*\) and \(\mathrm{A}^*\), which correspond to site fractions \(1/3\) and \(2/3\). With unit rate constants,

\[
f_1=3\cdot1=3,\quad b_1=2,\qquad f_2=2,\quad b_2=1\cdot1=1 .
\]

Both net rates are 1, so \(\sigma=(1,1)\) and \(r=1\). The surface species cancel and the overall reaction is \(\mathrm{A}\rightleftharpoons\mathrm{B}\). The affinity is \(\ln(3/2)+\ln 2=\ln 3>0\), in agreement with the forward rate. Lean numbers the two steps 0 and 1, and the proof checks each condition entry by entry.

```lean
/-- The chain `A + * ⇌ A*`, `A* ⇌ B + *` with zero standard potentials and concentrations
`3, 1` of `A, B` and `1, 2` of `*, A*` works steadily at rate one, and its overall reaction
is `A ⇌ B`. -/
theorem chain_witness :
    SteadyOperation chainN (stepK chainN (Sum.elim (fun _ => 0) (fun _ => 0)))
      (Sum.elim ![3, 1] ![1, 2]) ![1, 1] ![3, 2] ![2, 1] 1 ∧
    (∀ t, netStoich chainN ![1, 1] (Sum.inr t) = 0) ∧
    (∀ g, netStoich chainN ![1, 1] (Sum.inl g) = ![-1, 1] g) := by
  refine ⟨⟨?_, ?_, ?_, ?_, ?_, ⟨0, by simp⟩⟩, ?_, ?_⟩
  · rintro (s | s) <;> fin_cases s <;> norm_num
  · intro i; fin_cases i <;> norm_num
  · intro i; fin_cases i <;> norm_num
  · intro i
    fin_cases i <;>
      norm_num [chainN, stepK, Fintype.prod_sum_type, Fin.prod_univ_two, Real.rpow_neg_one]
  · intro i; fin_cases i <;> norm_num
  · intro t; fin_cases t <;> norm_num [netStoich, chainN, Fin.sum_univ_two]
  · intro g; fin_cases g <;> norm_num [netStoich, chainN, Fin.sum_univ_two]

end

end CatalyticDirection
```

```lean
#print axioms CatalyticDirection.mass_action_balance
#print axioms CatalyticDirection.forward_iff
#print axioms CatalyticDirection.no_catalyst_reverses
```

```
'CatalyticDirection.mass_action_balance' depends on axioms: [propext, Classical.choice, Quot.sound]
'CatalyticDirection.forward_iff' depends on axioms: [propext, Classical.choice, Quot.sound]
'CatalyticDirection.no_catalyst_reverses' depends on axioms: [propext, Classical.choice, Quot.sound]
```
